# The exponential of a scalar plus a square-zero operator on a qubit

Let N be an operator on a qubit, written as a complex two-by-two matrix, with N² = 0, and let c be any complex number. The theorem says that the exponential of c times the identity plus N is e^c (1 + N), so N enters only to first order. The proof finds the exponential of each part from its power series: the scalar part gives e^c times the identity, and the series for N stops after the linear term. Since the two parts commute, the exponential of their sum is the product of these results.

The failing Lean file:

```lean
import Mathlib

open Matrix

namespace ExpScalarAdd

noncomputable section

/-- Complex two-by-two matrices, the operators on a qubit. -/
abbrev Mat := Matrix (Fin 2) (Fin 2) ℂ

/-- If `N` squares to zero, the exponential of `c + N` is `exp(c) (1 + N)`. -/
theorem exp_scalar_add (c : ℂ) (N : Mat) (h : N * N = 0) :
    NormedSpace.exp (c • (1 : Mat) + N) = Complex.exp c • (1 + N) := by
  have hc : NormedSpace.exp (c • (1 : Mat)) = Complex.exp c • (1 : Mat) := by
    rw [Complex.exp_eq_exp_ℂ, NormedSpace.exp_eq_tsum (𝕂 := ℂ),
      NormedSpace.exp_eq_tsum (𝕂 := ℂ)]
    beta_reduce
    rw [← tsum_smul_const (NormedSpace.expSeries_summable' (𝕂 := ℂ) c)]
    refine tsum_congr fun n => ?_
    rw [smul_pow, one_pow, smul_assoc]
  -- the exponential series of `N` stops after the linear term
  have hN : NormedSpace.exp N = 1 + N := by
    rw [NormedSpace.exp_eq_tsum (𝕂 := ℂ)]
    beta_reduce
    rw [tsum_eq_sum (s := Finset.range 2)]
    · simp [Finset.sum_range_succ]
    · intro n hn
      have h2 : 2 ≤ n := by simpa using hn
      obtain ⟨k, rfl⟩ := Nat.exists_eq_add_of_le h2
      rw [pow_add, pow_two, h, zero_mul, smul_zero]
  rw [Matrix.exp_add_of_commute _ _ ((Commute.one_left N).smul_left c), hc, hN,
    smul_mul_assoc, one_mul]

end

end ExpScalarAdd
```

Messages:

```
Main.lean:19:10: error(lean.unknownIdentifier): Unknown identifier `tsum_smul_const`
Main.lean:29:28: error: Type mismatch: After simplification, term
  hn
 has type
  1 < n
but is expected to have type
  2 ≤ n
```

What went wrong. The first error is about a name. Lean knows no `tsum_smul_const`; the lemma, which takes a fixed vector out of a sum of scalar multiples, is `Summable.tsum_smul_const`. The repair calls it by dot notation on the proof that the scalar exponential series is summable, and Lean then looks for the name in the `Summable` namespace.

The second error comes where the proof shows that the terms of the series for `N` outside `Finset.range 2` vanish. There `hn` says that `n` is not in that range, and the proof needs `2 ≤ n`. `simpa` simplified `hn` to `1 < n` but left the goal as `2 ≤ n`. For natural numbers the two say the same thing, but they are written differently, and `simpa` did not accept one for the other. The repair only unfolds membership with `Finset.mem_range`, so that `hn` says `n < 2` is false, and `omega` derives `2 ≤ n` by arithmetic, however the inequality is written.

After these edits no error is left:

```diff
@@ -17,5 +17,5 @@
       NormedSpace.exp_eq_tsum (𝕂 := ℂ)]
     beta_reduce
-    rw [← tsum_smul_const (NormedSpace.expSeries_summable' (𝕂 := ℂ) c)]
+    rw [← (NormedSpace.expSeries_summable' (𝕂 := ℂ) c).tsum_smul_const]
     refine tsum_congr fun n => ?_
     rw [smul_pow, one_pow, smul_assoc]
@@ -27,5 +27,7 @@
     · simp [Finset.sum_range_succ]
     · intro n hn
-      have h2 : 2 ≤ n := by simpa using hn
+      have h2 : 2 ≤ n := by
+        rw [Finset.mem_range] at hn
+        omega
       obtain ⟨k, rfl⟩ := Nat.exists_eq_add_of_le h2
       rw [pow_add, pow_two, h, zero_mul, smul_zero]
```
